# For exact core eigenstates, the Phillips–Kleinman term turns orthogonalised matrix elements of $H-E$ into plain ones

## Is a positive core term strong enough to keep a variational calculation out of the core?

I treat the energy $E$ in the pseudopotential as a fixed real number, chosen before any equation is solved, and not as the eigenvalue being sought. With orthonormal core states $c_j$ of energy $e_j$, the term added to the Hamiltonian $H$ is

$$V_R v=\sum_j (E-e_j)\,\langle c_j,v\rangle\,c_j .$$

It is called repulsive because $E$ normally lies above the core levels. But a weak repulsion would raise those levels a little and still leave them far below the valence states. Once I stop orthogonalising my trial functions to the core, what keeps the energy from falling back there? And do I get the same matrix elements as before?

## The coefficient $E-e_j$ moves each core level to exactly $E$

Positivity alone would not be enough; the size of the coefficient matters. Since $Hc_j=e_jc_j$,

$$(H+V_R)c_j=e_jc_j+(E-e_j)c_j=E\,c_j .$$

The matrix elements of $H-E$ also survive unchanged. Write $Pv=\sum_j\langle c_j,v\rangle c_j$ for the core part of $v$ and $Qv=v-Pv$ for its valence part. The inner product is linear in its second argument.

First, $Qv$ is orthogonal to the core:

$$\langle c_i,Qv\rangle=\langle c_i,v\rangle-\sum_j\langle c_j,v\rangle\langle c_i,c_j\rangle=0 .$$

Next, the eigenvalue relations give

$$HPv=\sum_j e_j\langle c_j,v\rangle c_j=E\,Pv-V_Rv,$$

and subtracting $(H-E)Pv=-V_Rv$ from $(H-E)v$ yields

$$(H-E)Qv=(H+V_R-E)v .$$

Finally, because $H$ is symmetric,

$$\langle c_j,(H-E)Qv\rangle=\langle Hc_j,Qv\rangle-E\langle c_j,Qv\rangle=(e_j-E)\langle c_j,Qv\rangle=0 .$$

So $(H-E)Qv$ has no overlap with $Pu$, and $Qu$ may be replaced by $u$ on the left:

$$\langle Qu,(H-E)Qv\rangle=\langle u,(H+V_R-E)v\rangle .$$

For the variational question, set $u=v$:

$$\langle v,(H+V_R)v\rangle-E\|v\|^2=\langle Qv,HQv\rangle-E\|Qv\|^2 .$$

If $H$ is bounded below by $E$ on states orthogonal to the core, the right side is nonnegative, so $H+V_R$ is bounded below by $E$ on every state. Conversely, $V_Rw=0$ whenever $w$ is orthogonal to the core, so the bound on all states contains the bound on those. No sign of $E-e_j$ enters.

The sign decides only whether $V_R$ is a repulsion. For any vector $v$, normalised or not,

$$\langle v,V_Rv\rangle=\sum_j(E-e_j)\,|\langle c_j,v\rangle|^2 ,$$

which is nonnegative for all $v$ if every $e_j\le E$. Taking $v=c_j$ leaves $E-e_j$, so the condition is also necessary.

The choice of $E$ still matters for the minimiser. If $E$ lies below the lowest valence energy, the core states, now at $E$, are the lowest states of $H+V_R$, and every minimiser is a pure core state. If $E$ equals the lowest valence energy, the core states sit at the minimum together with the valence state, and a minimiser may still be a pure core state with $Qv=0$. A minimiser with $Qv\neq0$ is a valence state plus an arbitrary core admixture, and that freedom is what allows a smooth pseudo-wavefunction. If $E$ lies above the lowest valence energy, every minimiser is a valence state with no core admixture.

### From orthogonalised plane waves to plain ones

For one-particle Hamiltonians with exact core eigenstates, the identity moves core orthogonality out of the basis and into the operator. Take normalised plane waves $|G\rangle$ at a fixed Bloch vector, with kinetic energies $T_G$ and a local potential with Fourier components $U_{G-G'}$. The matrix of $H-E$ between the orthogonalised plane waves $Q|G\rangle$ is

$$(T_G-E)\,\delta_{GG'}+U_{G-G'}+\sum_j(E-e_j)\langle G|c_j\rangle\langle c_j|G'\rangle .$$

A program computes the overlaps $\langle c_j|G\rangle$ once and adds one rank-one matrix per core state. Collecting the terms in $E$ gives a generalised eigenvalue problem with overlap matrix $\delta_{GG'}-\sum_j\langle G|c_j\rangle\langle c_j|G'\rangle$, in which $E$ is the unknown. If $E$ is held fixed inside $V_R$, the problem is an ordinary eigenvalue problem, and the core admixture is free only at that energy.

### Operators, states and energies in Lean

The space `V` is a complex inner-product space, with neither completeness nor finite dimension assumed. The Hamiltonian is a linear map `H : V →ₗ[ℂ] V`, defined on all of `V`. An unbounded Hamiltonian therefore fits only on a space of functions that it maps into itself. For plane waves in a smooth periodic potential, the smooth Bloch functions are such a space. With the Coulomb singularity of a nucleus, no such space of square-integrable functions contains the plane waves; the derivation by hand still holds there, because it applies $H$ only once to each function. The finite type `ι` labels the core states `c`, and `e` gives their real energies. The definitions `corePart`, `valencePart` and `repulsion` are $P$, $Q$ and $V_R$.

Three hypotheses carry the physics: `hs` says that $H$ is symmetric, `hc` that the core states are orthonormal, and `hH` that each is an eigenvector of $H$ with its stated energy. The last is an idealisation for a solid, where core orbitals taken from an isolated atom are only approximate eigenstates of the crystal Hamiltonian.

`inner_valencePart_eq_inner_pseudo` is the matrix-element identity for all `u` and `v`. `repulsion_nonneg_iff` is the criterion for positivity; it needs orthonormality but no Hamiltonian. `pseudo_bounded_below_iff` is the equivalence of the two lower bounds, written as `E * ‖v‖ ^ 2 ≤ …` so that states need not be normalised. It compares bounds and does not claim that a minimum is attained.

```lean
import Mathlib

open scoped InnerProductSpace

namespace PseudopotentialForm

noncomputable section

variable {V : Type*} [NormedAddCommGroup V] [InnerProductSpace ℂ V]
variable {ι : Type*} [Fintype ι]

/-- The core part `P v = ∑ c_j ⟨c_j, v⟩` of a state `v`. -/
def corePart (c : ι → V) (v : V) : V := ∑ j, ⟪c j, v⟫_ℂ • c j

/-- The valence part `(1 - P) v`: the state `v` with its core part subtracted. -/
def valencePart (c : ι → V) (v : V) : V := v - corePart c v

/-- The nonlocal pseudopotential term `V_R v = ∑ (E - e_j) c_j ⟨c_j, v⟩`
at the reference energy `E`. -/
def repulsion (c : ι → V) (e : ι → ℝ) (E : ℝ) (v : V) : V :=
  ∑ j, (((E - e j : ℝ) : ℂ) * ⟪c j, v⟫_ℂ) • c j

/-- For orthonormal core states, the valence part of any state is orthogonal
to every core state. -/
theorem inner_core_valencePart {c : ι → V} (hc : Orthonormal ℂ c) (i : ι) (v : V) :
    ⟪c i, valencePart c v⟫_ℂ = 0 := by
  rw [valencePart, corePart, inner_sub_right,
    hc.inner_right_fintype (fun j => ⟪c j, v⟫_ℂ) i, sub_self]

/-- If the core states are eigenvectors of `H` with energies `e_j`, then
`(H - E)(1 - P) v = (H + V_R - E) v`. -/
theorem sub_energy_valencePart {H : V →ₗ[ℂ] V} {c : ι → V} {e : ι → ℝ}
    (hH : ∀ j, H (c j) = (e j : ℂ) • c j) (E : ℝ) (v : V) :
    H (valencePart c v) - (E : ℂ) • valencePart c v
      = H v + repulsion c e E v - (E : ℂ) • v := by
  -- the eigenvalue relations give `H (P v) = E P v - V_R v`
  have h : H (corePart c v) = (E : ℂ) • corePart c v - repulsion c e E v := by
    unfold corePart repulsion
    rw [map_sum, Finset.smul_sum, ← Finset.sum_sub_distrib]
    refine Finset.sum_congr rfl fun j _ => ?_
    rw [map_smul, hH]
    push_cast
    module
  rw [valencePart, map_sub, h]
  module

/-- For a symmetric `H` with orthonormal core eigenvectors, the matrix elements of `H - E`
between valence parts are those of `H + V_R - E` between the full states:
`⟨(1 - P) u, (H - E)(1 - P) v⟩ = ⟨u, (H + V_R - E) v⟩`. -/
theorem inner_valencePart_eq_inner_pseudo {H : V →ₗ[ℂ] V} {c : ι → V} {e : ι → ℝ}
    (hs : H.IsSymmetric) (hc : Orthonormal ℂ c)
    (hH : ∀ j, H (c j) = (e j : ℂ) • c j) (E : ℝ) (u v : V) :
    ⟪valencePart c u, H (valencePart c v) - (E : ℂ) • valencePart c v⟫_ℂ
      = ⟪u, H v + repulsion c e E v - (E : ℂ) • v⟫_ℂ := by
  -- symmetry keeps `(H - E)(1 - P) v` orthogonal to the core
  have hz : ⟪corePart c u,
      H (valencePart c v) - (E : ℂ) • valencePart c v⟫_ℂ = 0 := by
    rw [corePart, sum_inner]
    refine Finset.sum_eq_zero fun j _ => ?_
    rw [inner_smul_left, inner_sub_right, ← hs (c j), hH, inner_smul_left,
      inner_smul_right, inner_core_valencePart hc]
    simp
  have hsplit : ⟪valencePart c u, H (valencePart c v) - (E : ℂ) • valencePart c v⟫_ℂ
      = ⟪u, H (valencePart c v) - (E : ℂ) • valencePart c v⟫_ℂ
        - ⟪corePart c u, H (valencePart c v) - (E : ℂ) • valencePart c v⟫_ℂ :=
    inner_sub_left _ _ _
  rw [hsplit, hz, sub_zero, sub_energy_valencePart hH]

/-- For any vector `v`, the inner product `⟨v, V_R v⟩` is the sum of the terms `|⟨c_j, v⟩|²`, each
multiplied by `E - e_j`. -/
theorem inner_repulsion (c : ι → V) (e : ι → ℝ) (E : ℝ) (v : V) :
    ⟪v, repulsion c e E v⟫_ℂ
      = ((∑ j, (E - e j) * ‖⟪c j, v⟫_ℂ‖ ^ 2 : ℝ) : ℂ) := by
  rw [repulsion, inner_sum, Complex.ofReal_sum]
  refine Finset.sum_congr rfl fun j _ => ?_
  rw [inner_smul_right, mul_assoc, ← inner_conj_symm v (c j), Complex.mul_conj,
    Complex.normSq_eq_norm_sq, Complex.ofReal_mul]

/-- For orthonormal core states, `V_R` has nonnegative expectation value in every state
if and only if the reference energy `E` lies at or above every core energy. -/
theorem repulsion_nonneg_iff {c : ι → V} (hc : Orthonormal ℂ c) (e : ι → ℝ) (E : ℝ) :
    (∀ v, 0 ≤ (⟪v, repulsion c e E v⟫_ℂ).re) ↔ ∀ j, e j ≤ E := by
  constructor
  · intro h j
    -- test the form on the core state `c j`
    have hj := h (c j)
    have hsum : ∑ k, (E - e k) * ‖⟪c k, c j⟫_ℂ‖ ^ 2 = E - e j := by
      rw [Finset.sum_eq_single j]
      · simp [inner_self_eq_norm_sq_to_K, hc.1 j]
      · intro k _ hk
        simp [hc.2 hk]
      · simp
    rw [inner_repulsion, Complex.ofReal_re, hsum] at hj
    linarith
  · intro h v
    rw [inner_repulsion, Complex.ofReal_re]
    exact Finset.sum_nonneg fun j _ => mul_nonneg (sub_nonneg.2 (h j)) (sq_nonneg _)

/-- For a symmetric `H` with orthonormal core eigenvectors, `H + V_R` is bounded below by `E`
on all states if and only if `H` is bounded below by `E` on the states orthogonal
to the core. -/
theorem pseudo_bounded_below_iff {H : V →ₗ[ℂ] V} {c : ι → V} {e : ι → ℝ}
    (hs : H.IsSymmetric) (hc : Orthonormal ℂ c)
    (hH : ∀ j, H (c j) = (e j : ℂ) • c j) (E : ℝ) :
    (∀ v, E * ‖v‖ ^ 2 ≤ (⟪v, H v + repulsion c e E v⟫_ℂ).re) ↔
      ∀ w, (∀ j, ⟪c j, w⟫_ℂ = 0) → E * ‖w‖ ^ 2 ≤ (⟪w, H w⟫_ℂ).re := by
  constructor
  · intro h w hw
    -- `V_R` vanishes on states orthogonal to the core
    have h0 : repulsion c e E w = 0 := by simp [repulsion, hw]
    have h1 := h w
    rwa [h0, add_zero] at h1
  · intro h v
    have key : ∀ x y : V,
        (⟪x, y - (E : ℂ) • x⟫_ℂ).re = (⟪x, y⟫_ℂ).re - E * ‖x‖ ^ 2 := by
      intro x y
      have hx : (⟪x, x⟫_ℂ).re = ‖x‖ ^ 2 := inner_self_eq_norm_sq (𝕜 := ℂ) x
      rw [inner_sub_right, inner_smul_right, Complex.sub_re, Complex.re_ofReal_mul, hx]
    -- the main identity with `u = v` carries the bound over
    have m := congrArg Complex.re (inner_valencePart_eq_inner_pseudo hs hc hH E v v)
    rw [key, key] at m
    have hq := h (valencePart c v) fun j => inner_core_valencePart hc j v
    linarith

/-- The separable attractive well `v ↦ -c ⟨c, v⟩`. -/
def separableWell (c : V) : V →ₗ[ℂ] V where
  toFun v := -(⟪c, v⟫_ℂ • c)
  map_add' x y := by
    rw [inner_add_right]
    module
  map_smul' a x := by
    rw [inner_smul_right, RingHom.id_apply]
    module

/-- On `ℂ²`, the separable well built on the first basis vector is symmetric, and that
vector is a normalised core eigenvector with energy `-1`. -/
theorem separableWell_witness :
    (separableWell (EuclideanSpace.single (0 : Fin 2) (1 : ℂ))).IsSymmetric ∧
    Orthonormal ℂ (fun _ : Fin 1 => EuclideanSpace.single (0 : Fin 2) (1 : ℂ)) ∧
    separableWell (EuclideanSpace.single (0 : Fin 2) (1 : ℂ))
        (EuclideanSpace.single (0 : Fin 2) (1 : ℂ))
      = ((-1 : ℝ) : ℂ) • EuclideanSpace.single (0 : Fin 2) (1 : ℂ) := by
  have hn : ‖EuclideanSpace.single (0 : Fin 2) (1 : ℂ)‖ = 1 := by simp
  generalize EuclideanSpace.single (0 : Fin 2) (1 : ℂ) = c at hn ⊢
  refine ⟨?_, ⟨fun _ => hn, fun i j h => absurd (Subsingleton.elim i j) h⟩, ?_⟩
  · intro x y
    change ⟪-(⟪c, x⟫_ℂ • c), y⟫_ℂ = ⟪x, -(⟪c, y⟫_ℂ • c)⟫_ℂ
    rw [inner_neg_left, inner_neg_right, inner_smul_left, inner_smul_right,
      inner_conj_symm]
    ring
  · change -(⟪c, c⟫_ℂ • c) = ((-1 : ℝ) : ℂ) • c
    rw [inner_self_eq_norm_sq_to_K, hn]
    simp

end

end PseudopotentialForm
```

```lean
#print axioms PseudopotentialForm.inner_valencePart_eq_inner_pseudo
-- 'PseudopotentialForm.inner_valencePart_eq_inner_pseudo' depends on axioms: [propext, Classical.choice, Quot.sound]
#print axioms PseudopotentialForm.repulsion_nonneg_iff
-- 'PseudopotentialForm.repulsion_nonneg_iff' depends on axioms: [propext, Classical.choice, Quot.sound]
#print axioms PseudopotentialForm.pseudo_bounded_below_iff
-- 'PseudopotentialForm.pseudo_bounded_below_iff' depends on axioms: [propext, Classical.choice, Quot.sound]
```

### Where each algebraic step sits in the code

`inner_core_valencePart` is the orthogonality of $Qv$ to the core; Mathlib's `inner_right_fintype` picks the coefficient of `c i` out of the sum.

`sub_energy_valencePart` first establishes $HPv=E\,Pv-V_Rv$ as `h`. It pushes $H$ through the sum, compares the two sides term by term, and inserts `hH`. The tactic `module` does the remaining vector algebra. Neither symmetry nor orthonormality is used here. The lemma also shows at once that $Qv$ satisfies $HQv=E\,Qv$ precisely when $(H+V_R)v=Ev$, with $Qv=0$ allowed.

In the main identity, `hz` is the statement that $(H-E)Qv$ is orthogonal to $Pu$. The rewrite with `← hs (c j)` moves $H$ onto the core state, `hH` turns it into $e_j$, and the previous orthogonality makes each term vanish. Then `hsplit` separates $Qu$ into $u-Pu$, and `sub_energy_valencePart` rewrites what is left.

`inner_repulsion` computes $\langle v,V_Rv\rangle$ as the real sum of the terms $(E-e_j)\,|\langle c_j,v\rangle|^2$. In `repulsion_nonneg_iff`, one direction tests the form on `c j`, where `hsum` reduces the sum to $E-e_j$; the other adds up nonnegative terms.

In `pseudo_bounded_below_iff`, the forward direction uses `h0`, the vanishing of $V_R$ on states orthogonal to the core. For the reverse, `key` separates $E\|x\|^2$ from the real part of the inner product, `m` is the main identity at $u=v$, and `hq` is the assumed bound applied to $Qv$. The tactic `linarith` combines them.

The last theorem, `separableWell_witness`, supplies an example on $\mathbb C^2$: the attractive well $Hv=-\langle c,v\rangle c$, with $c$ the first basis vector, is symmetric and has $c$ as a core state of energy $-1$. The orthogonal state has energy $0$. Choosing $E=0$ gives $V_Rv=\langle c,v\rangle c$, which cancels the well completely, so both levels of $H+V_R$ lie at $0$.
